# The number of microstates of $l^n$ with $k$ spin-up electrons is $\binom{2l+1}{k}\binom{2l+1}{n-k}$

## Question

When I tabulate the microstates of $n$ equivalent electrons in a shell of orbital angular momentum $l$, my only check is the total $\binom{4l+2}{n}$. That total says nothing about how the states divide among the values of the spin projection $M_S$. For $d^2$ the 45 states do not fall into three rows of 15, and a table with one state entered in the wrong row still adds up to 45. For $f^7$, with 3432 states, listing them by hand is not practical. The claim I want to rely on is that, for $k \le n$, exactly $\binom{2l+1}{k}\binom{2l+1}{n-k}$ microstates have $k$ electrons with spin up, and that these numbers summed over $k = 0, \dots, n$ give back $\binom{4l+2}{n}$. How would one state and prove this in Lean 4 with Mathlib?

## Answer

### Modelling choices

Let $O$ be a finite set of spatial orbitals with $N$ elements. In Lean it is the type `ι`, and $N$ is `Fintype.card ι`. For a shell, $O$ is `Fin (2 * l + 1)`, the integers $m = 0, \dots, 2l$, so $N = 2l+1$. One may read $m - l$ as the magnetic quantum number, but the count uses only how many orbitals there are, and the core lemmas are proved for any finite $O$, the empty one included.

A spin orbital is a pair $(m, s)$ in `ι × Bool`, where $s$ is `true` for spin up ($\uparrow$) and `false` for spin down ($\downarrow$). There are $2N$ of them. A microstate of $n$ electrons is a set $S$ of $n$ spin orbitals, standing for the Slater determinant built from them, with its overall sign ignored. The letter $S$ follows the code and denotes a set throughout; the subscript in $M_S$ is the customary label. A set holds each spin orbital at most once, so the exclusion principle enters through the choice of `Finset (ι × Bool)`. It is an assumption of the model and is not derived from antisymmetry.

The remaining definitions are these.

- `microstates ι n`, written $\mathcal{M}(n)$, is the collection of all $n$-element sets of spin orbitals, `powersetCard n univ`.
- `numSpin s S`, written $n_s(S)$, is the number of members of $S$ whose spin is $s$.
- `twoMS S` is the integer $n_\uparrow(S) - n_\downarrow(S)$. This is $2M_S$ with $M_S$ in units of $\hbar$, doubled so that half-integer projections stay in $\mathbb{Z}$.
- `sector ι n k`, written $\mathcal{M}(n,k)$, is the collection of $S \in \mathcal{M}(n)$ with $n_\uparrow(S) = k$.
- `spinPart s S`, written $S_s$, is the set of spatial orbitals $m$ with $(m,s) \in S$.

Binomial coefficients are `Nat.choose`, with $\binom{N}{a} = 0$ for $a > N$. No upper bound on $n$ is therefore needed: an overfilled spin channel or shell has no microstates, and the formula returns zero.

The product $\binom{N}{a}\binom{N}{b}$ is the number of determinants with $a$ spin-up and $b$ spin-down electrons in a full configuration-interaction expansion or in the microstate table of an atomic shell, for a finite set of $N$ spatial orbitals shared by both spins and with no spatial symmetry imposed.

### Derivation by hand

**Step 1, splitting by spin.** Send $S$ to the pair $(S_\uparrow, S_\downarrow)$ of subsets of $O$. Conversely, send a pair $(A, B)$ of subsets of $O$ to
$$S(A,B) = \{(m,\uparrow) : m \in A\} \cup \{(m,\downarrow) : m \in B\}.$$
Starting from $S$, the spin orbital $(m,\uparrow)$ lies in $S(S_\uparrow,S_\downarrow)$ exactly when $m \in S_\uparrow$, that is when $(m,\uparrow) \in S$, and likewise for $\downarrow$, so $S$ is recovered. Starting from $(A,B)$, the orbital $m$ lies in $S(A,B)_\uparrow$ exactly when $m \in A$, and in $S(A,B)_\downarrow$ exactly when $m \in B$, so the pair is recovered. The map is a bijection. The sets $A$ and $B$ may overlap, and an orbital in both is doubly occupied.

**Step 2, sizes.** For fixed $s$ the map $m \mapsto (m,s)$ is injective and carries $S_s$ onto the members of $S$ with spin $s$. Hence $|S_s| = n_s(S)$. Every member of $S$ has exactly one of the two spins, so
$$n_\uparrow(S) + n_\downarrow(S) = |S|.$$

**Step 3, one sector.** Take natural numbers $a$ and $b$. By the last equation, the conditions $|S| = a+b$ and $n_\uparrow(S) = a$ are equivalent to $n_\uparrow(S) = a$ and $n_\downarrow(S) = b$, that is to $|S_\uparrow| = a$ and $|S_\downarrow| = b$. The bijection of step 1 thus restricts to one between $\mathcal{M}(a+b,a)$ and the pairs made of an $a$-element subset and a $b$-element subset of $O$. The two subsets are chosen independently, so
$$|\mathcal{M}(a+b,a)| = \binom{N}{a}\binom{N}{b}.$$
For $k \le n$ put $a = k$, $b = n-k$ and $N = 2l+1$, which gives
$$|\mathcal{M}(n,k)| = \binom{2l+1}{k}\binom{2l+1}{n-k}.$$

**Step 4, the sum.** For $S \in \mathcal{M}(n)$, step 2 gives $n_\uparrow(S) \le n$, so $S$ lies in exactly one of the sectors $k = 0, \dots, n$. Therefore $\sum_{k=0}^{n} |\mathcal{M}(n,k)| = |\mathcal{M}(n)|$. Choosing $n$ of the $2N$ spin orbitals directly gives $|\mathcal{M}(n)| = \binom{2N}{n}$. With $2N = 4l+2$ and step 3 inserted term by term,
$$\sum_{k=0}^{n} \binom{2l+1}{k}\binom{2l+1}{n-k} = |\mathcal{M}(n)| = \binom{4l+2}{n}.$$

**Step 5, consequences.** At fixed $n$ we have $n_\downarrow = n - n_\uparrow$, so $2M_S = 2n_\uparrow - n$, and $2M_S = 2k - n$ holds exactly when $n_\uparrow = k$. The row $M_S = k - n/2$ of the table is the sector $\mathcal{M}(n,k)$. Exchanging $a$ and $b$ in step 3 only reorders the product, so $|\mathcal{M}(a+b,a)| = |\mathcal{M}(a+b,b)|$. If natural numbers $a'$ and $b'$ satisfy $a + a' = N$ and $b + b' = N$, then $\binom{N}{a} = \binom{N}{a'}$ and $\binom{N}{b} = \binom{N}{b'}$, so $|\mathcal{M}(a+b,a)| = |\mathcal{M}(a'+b',a')|$.

For $d^2$, with $l = 2$ and $n = 2$, the sectors $k = 0, 1, 2$ have $1 \cdot 10$, $5 \cdot 5$ and $10 \cdot 1$ members, and $10 + 25 + 10 = 45 = \binom{10}{2}$. At the smallest shell, $l = 0$, the formula gives one state for $s^0$, one state in each of $k = 0, 1$ for $s^1$, and for $s^2$ the sizes $0, 1, 0$, the closed shell with $M_S = 0$.

### The Lean file

```lean
import Mathlib

open Finset

namespace SpinResolvedMicrostates

variable {ι : Type*} [Fintype ι] [DecidableEq ι]

/-- The microstates of `n` electrons in the spatial orbitals `ι`: the `n`-element sets of
spin orbitals `(m, s)`, where `s = true` means spin up. -/
def microstates (ι : Type*) [Fintype ι] (n : ℕ) : Finset (Finset (ι × Bool)) :=
  powersetCard n univ

/-- The number of occupied spin orbitals with spin `s`. -/
def numSpin (s : Bool) (S : Finset (ι × Bool)) : ℕ :=
  (S.filter fun p => p.2 = s).card

/-- Twice the spin projection: spin-up minus spin-down electrons. -/
def twoMS (S : Finset (ι × Bool)) : ℤ :=
  (numSpin true S : ℤ) - (numSpin false S : ℤ)

/-- The `n`-electron microstates with exactly `k` spin-up electrons. -/
def sector (ι : Type*) [Fintype ι] (n k : ℕ) : Finset (Finset (ι × Bool)) :=
  (microstates ι n).filter fun S => numSpin true S = k

/-- The spatial orbitals occupied by an electron of spin `s`. -/
def spinPart (s : Bool) (S : Finset (ι × Bool)) : Finset ι :=
  univ.filter fun m => (m, s) ∈ S

/-- A set of occupied spin orbitals corresponds one-to-one to a pair of sets of spatial
orbitals: those occupied with spin up and those occupied with spin down. -/
def spinSplit : Finset (ι × Bool) ≃ Finset ι × Finset ι where
  toFun S := (spinPart true S, spinPart false S)
  invFun P := univ.filter fun p => if p.2 = true then p.1 ∈ P.1 else p.1 ∈ P.2
  left_inv S := by
    ext ⟨m, s⟩
    cases s <;> simp [spinPart]
  right_inv P := by
    refine Prod.ext ?_ ?_ <;> ext m <;> simp [spinPart]

/-- The number of spatial orbitals occupied with spin `s` is the number of electrons of
spin `s`. -/
theorem card_spinPart (s : Bool) (S : Finset (ι × Bool)) :
    (spinPart s S).card = numSpin s S := by
  have hinj : Function.Injective fun m : ι => (m, s) := fun a b h => congrArg Prod.fst h
  have himg : (S.filter fun p => p.2 = s) = (spinPart s S).image fun m => (m, s) := by
    ext ⟨m, t⟩
    simp only [mem_filter, mem_image, spinPart, mem_univ, true_and, Prod.mk.injEq]
    constructor
    · rintro ⟨h, rfl⟩
      exact ⟨m, h, rfl, rfl⟩
    · rintro ⟨a, h, rfl, rfl⟩
      exact ⟨h, rfl⟩
  rw [numSpin, himg, card_image_of_injective _ hinj]

omit [Fintype ι] [DecidableEq ι] in
/-- Spin-up and spin-down electrons together make up all electrons. -/
theorem numSpin_add (S : Finset (ι × Bool)) :
    numSpin true S + numSpin false S = S.card := by
  have h := card_eq_sum_card_fiberwise (f := Prod.snd) (s := S) (t := (univ : Finset Bool))
    (fun _ _ => by simp)
  rw [h, Fintype.sum_bool]
  rfl

/-- With `N` spatial orbitals, the microstates with `a` spin-up and `b` spin-down electrons
number `C(N, a) C(N, b)`. -/
theorem card_sector_add (a b : ℕ) :
    (sector ι (a + b) a).card = (Fintype.card ι).choose a * (Fintype.card ι).choose b := by
  -- the two spin channels are filled independently
  have h : (sector ι (a + b) a).card =
      (powersetCard a (univ : Finset ι) ×ˢ powersetCard b (univ : Finset ι)).card := by
    refine card_equiv spinSplit fun S => ?_
    have hsum := numSpin_add S
    have hS : spinSplit S = (spinPart true S, spinPart false S) := rfl
    rw [hS]
    simp only [sector, microstates, mem_filter, mem_product, mem_powersetCard, subset_univ,
      true_and, card_spinPart]
    omega
  rw [h, card_product, card_powersetCard, card_powersetCard, card_univ]

omit [DecidableEq ι] in
/-- With `N` spatial orbitals, the numbers of `n`-electron microstates with `k = 0, …, n`
spin-up electrons add up to the number of all microstates, and this number is `C(2N, n)`. -/
theorem sum_card_sector (n : ℕ) :
    ∑ k ∈ range (n + 1), (sector ι n k).card = (microstates ι n).card ∧
      (microstates ι n).card = (2 * Fintype.card ι).choose n := by
  constructor
  · -- every microstate lies in exactly one sector
    refine (card_eq_sum_card_fiberwise (f := numSpin true) (s := microstates ι n)
      (t := range (n + 1)) ?_).symm
    intro S hS
    have hS' : S.card = n := (mem_powersetCard.1 (mem_coe.1 hS)).2
    have hsum := numSpin_add S
    exact mem_coe.2 (mem_range.2 (by omega))
  · rw [microstates, card_powersetCard, card_univ, Fintype.card_prod, Fintype.card_bool,
      mul_comm]

/-- In the configuration `l^n`, the microstates with exactly `k ≤ n` spin-up electrons number
`C(2l+1, k) C(2l+1, n-k)`. -/
theorem shell_sector_card (l n k : ℕ) (hk : k ≤ n) :
    (sector (Fin (2 * l + 1)) n k).card =
      (2 * l + 1).choose k * (2 * l + 1).choose (n - k) := by
  obtain ⟨b, rfl⟩ := Nat.exists_eq_add_of_le hk
  rw [card_sector_add, Fintype.card_fin, Nat.add_sub_cancel_left]

/-- The products `C(2l+1, k) C(2l+1, n-k)` summed over `k = 0, …, n` give the number of all
microstates of `l^n`, which is `C(4l+2, n)`. -/
theorem shell_total (l n : ℕ) :
    ∑ k ∈ range (n + 1), (2 * l + 1).choose k * (2 * l + 1).choose (n - k) =
        (microstates (Fin (2 * l + 1)) n).card ∧
      (microstates (Fin (2 * l + 1)) n).card = (4 * l + 2).choose n := by
  obtain ⟨h1, h2⟩ := sum_card_sector (ι := Fin (2 * l + 1)) n
  constructor
  · rw [← h1]
    refine sum_congr rfl fun k hk => (shell_sector_card l n k ?_).symm
    have := mem_range.1 hk
    omega
  · have h4 : 2 * (2 * l + 1) = 4 * l + 2 := by ring
    rw [h2, Fintype.card_fin, h4]

/-- For `k ≤ n`, the microstates of `l^n` with `2 M_S = 2k - n` number
`C(2l+1, k) C(2l+1, n-k)`. -/
theorem shell_twoMS_card (l n k : ℕ) (hk : k ≤ n) :
    ((microstates (Fin (2 * l + 1)) n).filter fun S => twoMS S = 2 * (k : ℤ) - n).card =
      (2 * l + 1).choose k * (2 * l + 1).choose (n - k) := by
  rw [← shell_sector_card l n k hk, sector]
  congr 1
  refine filter_congr fun S hS => ?_
  -- at fixed electron number, `M_S` fixes the number of spin-up electrons
  have hS' : S.card = n := (mem_powersetCard.1 hS).2
  have hsum := numSpin_add S
  unfold twoMS
  omega

/-- Among the microstates of `a + b` electrons, as many have `a` spin-up electrons as have
`b` spin-up electrons. -/
theorem card_sector_spin_reversal (a b : ℕ) :
    (sector ι (a + b) a).card = (sector ι (a + b) b).card := by
  have h := card_sector_add (ι := ι) b a
  rw [add_comm b a] at h
  rw [h, card_sector_add, mul_comm]

/-- With `N` spatial orbitals and `a + a' = b + b' = N`, the microstates with `a` spin-up and
`b` spin-down electrons are as many as those with `a'` spin-up and `b'` spin-down electrons. -/
theorem card_sector_electron_hole (a a' b b' : ℕ) (ha : Fintype.card ι = a + a')
    (hb : Fintype.card ι = b + b') :
    (sector ι (a + b) a).card = (sector ι (a' + b') a').card := by
  rw [card_sector_add, card_sector_add, Nat.choose_symm_of_eq_add ha,
    Nat.choose_symm_of_eq_add hb]

/-- The configuration `d²` has 10, 25 and 10 microstates with 0, 1 and 2 spin-up electrons,
and 45 microstates in all. -/
theorem d_two :
    (sector (Fin (2 * 2 + 1)) 2 0).card = 10 ∧ (sector (Fin (2 * 2 + 1)) 2 1).card = 25 ∧
      (sector (Fin (2 * 2 + 1)) 2 2).card = 10 ∧
      (microstates (Fin (2 * 2 + 1)) 2).card = 45 :=
  ⟨(shell_sector_card 2 2 0 (by norm_num)).trans (by decide),
    (shell_sector_card 2 2 1 (by norm_num)).trans (by decide),
    (shell_sector_card 2 2 2 (by norm_num)).trans (by decide),
    (shell_total 2 2).2.trans (by decide)⟩

end SpinResolvedMicrostates
```

```lean
#print axioms SpinResolvedMicrostates.shell_twoMS_card
#print axioms SpinResolvedMicrostates.card_sector_spin_reversal
#print axioms SpinResolvedMicrostates.card_sector_electron_hole
#print axioms SpinResolvedMicrostates.d_two
```

```
'SpinResolvedMicrostates.shell_twoMS_card' depends on axioms: [propext, Classical.choice, Quot.sound]
'SpinResolvedMicrostates.card_sector_spin_reversal' depends on axioms: [propext, Classical.choice, Quot.sound]
'SpinResolvedMicrostates.card_sector_electron_hole' depends on axioms: [propext, Classical.choice, Quot.sound]
'SpinResolvedMicrostates.d_two' depends on axioms: [propext, Classical.choice, Quot.sound]
```

### Remarks on the statements

`shell_sector_card` says that for all natural $l$, $n$, $k$ with `hk : k ≤ n`, the sector `sector (Fin (2 * l + 1)) n k` has `(2 * l + 1).choose k * (2 * l + 1).choose (n - k)` members. The hypothesis is there because `n - k` is subtraction of natural numbers, which stops at zero. For $k > n$ the sector is empty while the right side would read $\binom{2l+1}{k}$, and $l = 0$, $n = 0$, $k = 1$ would set 0 equal to 1.

`shell_total` has no hypotheses and is a conjunction. Its first part equates the sum of the products over `range (n + 1)`, that is over $k = 0, \dots, n$, with the number of microstates. Its second part equates that number with `(4 * l + 2).choose n`. Chaining the two gives the case of Vandermonde's convolution identity in which both upper arguments equal the odd number $2l+1$. The identity with two different upper arguments would correspond to spin channels with different numbers of orbitals, which the type `ι × Bool` does not describe.

`shell_twoMS_card` counts, again for $k \le n$, the microstates of $l^n$ whose `twoMS` equals $2k - n$, computed in $\mathbb{Z}$, and finds the same product. It covers the values $-n, -n+2, \dots, n$ and is silent on other integers.

`card_sector_spin_reversal` and `card_sector_electron_hole` hold for any finite `ι`. The first compares the sectors with $a$ and with $b$ spin-up electrons among $a + b$, which are the rows $M_S$ and $-M_S$. The second compares $a$ up and $b$ down with $a'$ up and $b'$ down, where `ha` and `hb` say that $a'$ and $b'$ are the numbers of vacancies in the two channels. The electron number goes from $a + b$ to $2N - (a+b)$, and the spin excess $a - b$ goes to $a' - b' = b - a$, so this pairing reverses the sign of $M_S$. With $N = 5$, $a = 2$, $b = 0$ it pairs the $M_S = +1$ row of $d^2$ with the $M_S = -1$ row of $d^8$. Both theorems are equalities of sizes obtained from the product formula. The maps that flip every spin or complement the occupied set are not constructed.

`d_two` records the four numbers 10, 25, 10 and 45 for `Fin (2 * 2 + 1)` and two electrons.

All of these are counts of finite sets. No Hilbert space, spin operator or Hamiltonian appears, so the reading of $|\mathcal{M}(n,k)|$ as the dimension of an eigenspace of the spin projection operator is the physical interpretation and is not something the file checks. The orbital projection $M_L$ is not resolved, total spin and total orbital angular momentum are not defined, and the decomposition of $l^n$ into terms is not treated. The shell theorems concern one shell of equivalent electrons. `card_sector_add` and `sum_card_sector` apply to any finite orbital set, but they count all occupations of it with no constraint on how electrons are shared between subshells.

### Remarks on the proof

`spinSplit` is step 1, packaged as an equivalence of types. Its inverse keeps a spin orbital `p` when `p.1` lies in the first set and the spin is up, or in the second set and the spin is down, which is $S(A,B)$. For `left_inv`, extensionality reduces the equality of sets to membership of one pair $(m,s)$, and `cases s` treats the two spins in turn. For `right_inv`, the two components are compared orbital by orbital.

`card_spinPart` is the first half of step 2. The statement `hinj` is the injectivity of $m \mapsto (m,s)$, `himg` identifies the spin-$s$ members of $S$ with the image of $S_s$ by proving both inclusions, and `card_image_of_injective` turns this into equal sizes. `numSpin_add` is the second half. It applies `card_eq_sum_card_fiberwise`, which says that the size of a set is the sum of the sizes of the fibres of a map into a finite index set, to the spin label `Prod.snd`, and `Fintype.sum_bool` writes the sum as its two terms.

`card_sector_add` is step 3. The lemma `card_equiv` gives equal sizes for two finite sets once an equivalence is shown to match membership in one with membership in the other. After the definitions are unfolded and `card_spinPart` has replaced the sizes of the two parts by spin counts, what remains is the equivalence of the two pairs of conditions in step 3. This is linear arithmetic given `hsum`, the instance of `numSpin_add`, and `omega` closes it. Then `card_product` supplies the independent choice and `card_powersetCard` the two binomial coefficients. Writing the electron number as `a + b` keeps subtraction out of this lemma. `shell_sector_card` brings it in by writing $n = k + b$ from `hk` and cancelling $k$ in $(k + b) - k$.

`sum_card_sector` is step 4 for general `ι`. The fibrewise lemma is used again, now with the map `numSpin true` from the microstates into `range (n + 1)`, whose fibres are the sectors. The side condition that the map lands in that range is $n_\uparrow(S) \le n$, obtained from `hS'` (the size of $S$ is $n$) and `hsum`. The second part counts $n$-element subsets of a type with $N \cdot 2$ elements. `shell_total` specialises to the shell, replaces each product by a sector size through `sum_congr`, where membership in the range provides $k \le n$, and rewrites $2(2l+1)$ as $4l+2$. The binomial sum thus comes out of counting one collection in two ways, and no convolution identity is called from Mathlib.

In `shell_twoMS_card`, `filter_congr` reduces the claim to showing that the conditions $n_\uparrow - n_\downarrow = 2k - n$ and $n_\uparrow = k$ agree on each microstate, which `omega` does from `hS'` and `hsum` as in step 5. Spin reversal applies `card_sector_add` in both orders and commutes the product, and the electron–hole theorem applies `Nat.choose_symm_of_eq_add` once per spin channel. In `d_two` the general theorems reduce each size to binomial coefficients, and `decide` evaluates those, so the 45 sets are never listed.
